# For real orbitals and symmetric augmentation charges, the gradient of F(ρ(ψ)) is 2Hψ, with the potential restricted by the transposed density interpolation

Each step of my direct minimiser applies the Hamiltonian to an orbital and takes twice the result as the energy gradient. The orbital lives on a coarse grid. Its square is interpolated to a fine grid, the PAW augmentation charges are added there, and the potential is computed from that density. To apply the potential I have to bring it back to the coarse grid, and at present I just sample it at the coarse points. The gradient then disagrees slightly with finite differences of the energy. Is that a harmless discretisation error, or is sampling the wrong operation?

## Sampling breaks the derivative, and the transpose restores it

It is the wrong operation if you want the gradient of the energy that you actually compute. The potential should come back through the transpose of the matrix that interpolates the density.

Let $x$ label coarse points, $f$ fine points and $i,j$ projectors. Let $W$ be the interpolation matrix, $p_{ix}$ the value of projector $i$ at $x$ times the coarse volume element, and $Q_{ij}(f)=Q_{ji}(f)$ the augmentation charges. For a real orbital $\psi$, write $(p\psi)_i=\sum_x p_{ix}\psi_x$. The density is

$$\rho_f(\psi)=\sum_x W_{fx}\psi_x^2+\sum_{ij}Q_{ij}(f)(p\psi)_i(p\psi)_j .$$

For two orbitals, define the mixed density

$$B_f(\varphi,\psi)=\sum_x W_{fx}\varphi_x\psi_x+\sum_{ij}Q_{ij}(f)(p\varphi)_i(p\psi)_j .$$

It is linear in each orbital, and $B_f(\psi,\psi)=\rho_f(\psi)$. Exchanging the names $i$ and $j$ and using the symmetry of $Q$ gives $B_f(\varphi,\psi)=B_f(\psi,\varphi)$. Hence, for a real step $t$,

$$\rho_f(\psi+t\varphi)=\rho_f(\psi)+2t\,B_f(\varphi,\psi)+t^2\rho_f(\varphi),$$

so the derivative of $\rho_f$ along $\varphi$ is $2B_f(\varphi,\psi)$.

Now let $F$ be the part of the energy that depends on the orbital only through this density. Take it to be differentiable, with $v_f=\partial F/\partial\rho_f$ at $\rho(\psi)$. The chain rule gives

$$\frac{d}{dt}F(\rho(\psi+t\varphi))\Big|_{t=0}=2\sum_f v_fB_f(\varphi,\psi).$$

Carry out the sum over $f$ first, with $D_{ij}=\sum_f v_fQ_{ij}(f)$:

$$\sum_f v_fB_f(\varphi,\psi)=\sum_x\varphi_x(W^Tv)_x\psi_x+\sum_{ij}(p\varphi)_iD_{ij}(p\psi)_j=\varphi\cdot H\psi,$$

$$H=\mathrm{diag}(W^Tv)+p^TDp .$$

The derivative along every $\varphi$ is therefore $\varphi\cdot 2H\psi$, and the gradient is $2H\psi$. If the density is $\rho_0+g\rho(\psi)$, with a fixed background $\rho_0$ and occupation $g$, the inner derivative gains a factor $g$. The gradient becomes $2gH\psi$, with $v$ evaluated at the total density.

Suppose you keep the nonlocal term but use another local potential $u$. Your gradient is then wrong by $2(u_x-(W^Tv)_x)\psi_x$ at each point $x$. Where $\psi_x\neq0$, this vanishes only for $u_x=(W^Tv)_x$. At a node of the orbital, $u_x$ is left undetermined.

For linear interpolation in one dimension to half the spacing, an interior coarse point receives $v_x+\tfrac12(v_{x-1/2}+v_{x+1/2})$, where $x\pm\tfrac12$ are the neighbouring fine points. Sampling discards the neighbours.

Here $v_f$ is a plain partial derivative. If your code stores a potential per unit volume, $V_f=v_f/\omega_f$, and uses a coarse inner product with volume element $\omega_c$, the restriction is $(\omega_f/\omega_c)W^T$. In the example the weights become $\tfrac12$ at the point and $\tfrac14$ at each neighbour.

## What the Lean theorems say about the two grids

The finite types `M`, `N` and `ι` label fine points, coarse points and projectors. The last can run over all atoms and channels, with `Q` zero between different atoms. Orbitals are functions `N → ℝ`, and the projectors are the rows of `p`. Note the letters: `f` is a fine-grid point, not an occupation, which is `g` and may be any real number.

`IsGradAt F v x` says that $F$ has a Fréchet derivative at $x$, given by the plain dot product with $v$. Here $x$ is a whole density or orbital, not a grid point. The projections are plain sums too, so their volume element is absorbed into `p`. By `isGradAt_partials`, a functional differentiable at the point has such a $v$, made of its partial derivatives.

The main theorem, `gradient_eq_two_hamiltonian`, assumes that `Q` is symmetric (`hQ`) and that `v` is the gradient of `F` at the density of this very `ψ` (`hF`). A potential left over from an earlier step, computed from another density, does not in general satisfy `hF`. The conclusion is that $2H\psi$ is the gradient of the composite energy. `gradient_with_background` is the version with $\rho_0$ and $g$, and `exact_gradient_iff_transpose` states that, with the nonlocal term kept and at a nowhere-vanishing orbital, the local potential `u` gives the exact gradient if and only if $u=W^Tv$.

The energy here depends on the orbital only through $\rho$, so `hamiltonian` has no kinetic term. A full PAW calculation adds the kinetic energy and the one-centre corrections, which depend on the orbital in other ways. If it evaluates exchange and correlation without the augmentation charges, that term is a separate functional, covered by the same theorem with `Q` set to zero. The gradient is also unconstrained: orthonormality with the PAW overlap enters separately. Within these limits, and for real orbitals on finite grids, the result fixes the restriction that a direct minimiser needs for its gradient to match its energy.

```lean
import Mathlib

open Matrix

namespace PAWDoubleGrid

noncomputable section

variable {M N ι K : Type*} [Fintype N] [Fintype ι] [Fintype K]

/-- The linear functional `φ ↦ ∑ k, v k * φ k` on grid functions. -/
def pairing (v : K → ℝ) : (K → ℝ) →L[ℝ] ℝ :=
  ∑ k, v k • ContinuousLinearMap.proj (R := ℝ) (φ := fun _ : K => ℝ) k

/-- The vector `v` is the gradient of `F` at `x`: the derivative of `F` at `x` is the
dot product with `v`. -/
def IsGradAt (F : (K → ℝ) → ℝ) (v x : K → ℝ) : Prop :=
  HasFDerivAt F (pairing v) x

/-- The density on the fine grid: the interpolated square of the orbital plus the
augmentation charges `Q i j` weighted by the projections of the orbital. -/
def density (W : Matrix M N ℝ) (Q : ι → ι → M → ℝ) (p : Matrix ι N ℝ)
    (ψ : N → ℝ) : M → ℝ := fun f =>
  ∑ x, W f x * ψ x ^ 2 + ∑ i, ∑ j, Q i j f * ((p *ᵥ ψ) i * (p *ᵥ ψ) j)

/-- The mixed density of two orbitals, bilinear in them. -/
def mixedDensity (W : Matrix M N ℝ) (Q : ι → ι → M → ℝ) (p : Matrix ι N ℝ)
    (φ ψ : N → ℝ) : M → ℝ := fun f =>
  ∑ x, W f x * (φ x * ψ x) + ∑ i, ∑ j, Q i j f * ((p *ᵥ φ) i * (p *ᵥ ψ) j)

lemma pairing_apply (v φ : K → ℝ) : pairing v φ = v ⬝ᵥ φ := by
  simp [pairing, dotProduct]

/-- A functional differentiable at `x` has a gradient there, made of its partial
derivatives. -/
theorem isGradAt_partials [DecidableEq K] {F : (K → ℝ) → ℝ} {x : K → ℝ}
    (hF : DifferentiableAt ℝ F x) :
    IsGradAt F (fun k => fderiv ℝ F x (Pi.single k 1)) x := by
  refine hF.hasFDerivAt.congr_fderiv (ContinuousLinearMap.ext fun φ => ?_)
  have hφ : φ = ∑ k, φ k • (Pi.single k (1 : ℝ) : K → ℝ) := by
    ext j
    simp [Finset.sum_apply, Pi.single_apply]
  rw [pairing_apply]
  refine (congrArg (fderiv ℝ F x) hφ).trans ?_
  simp only [map_sum, map_smul, smul_eq_mul, dotProduct]
  exact Finset.sum_congr rfl fun k _ => mul_comm _ _

variable (W : Matrix M N ℝ) {Q : ι → ι → M → ℝ} (p : Matrix ι N ℝ)

lemma mixedDensity_comm (hQ : ∀ i j f, Q i j f = Q j i f) (φ ψ : N → ℝ) (f : M) :
    mixedDensity W Q p φ ψ f = mixedDensity W Q p ψ φ f := by
  unfold mixedDensity
  congr 1
  · exact Finset.sum_congr rfl fun x _ => by ring
  · rw [Finset.sum_comm]
    refine Finset.sum_congr rfl fun i _ => Finset.sum_congr rfl fun j _ => ?_
    rw [hQ j i f]
    ring

lemma mixedDensity_line (ψ φ χ : N → ℝ) (t : ℝ) (f : M) :
    mixedDensity W Q p (ψ + t • φ) χ f
      = mixedDensity W Q p ψ χ f + t * mixedDensity W Q p φ χ f := by
  simp only [mixedDensity, mulVec_add, mulVec_smul, Pi.add_apply, Pi.smul_apply,
    smul_eq_mul]
  rw [mul_add, add_add_add_comm]
  simp only [Finset.mul_sum, ← Finset.sum_add_distrib]
  congr 1
  · exact Finset.sum_congr rfl fun x _ => by ring
  · exact Finset.sum_congr rfl fun i _ => Finset.sum_congr rfl fun j _ => by ring

/-- For augmentation charges symmetric in `i, j`, the density along a line of orbitals is
exactly quadratic, and its linear term is twice the mixed density. -/
theorem density_line (hQ : ∀ i j f, Q i j f = Q j i f) (ψ φ : N → ℝ) (t : ℝ) (f : M) :
    density W Q p (ψ + t • φ) f = density W Q p ψ f
      + t * (2 * mixedDensity W Q p φ ψ f) + t ^ 2 * density W Q p φ f := by
  have hd : ∀ χ, density W Q p χ f = mixedDensity W Q p χ χ f := fun χ => by
    simp only [density, mixedDensity, pow_two]
  rw [hd, hd, hd]
  linear_combination mixedDensity_line W (Q := Q) p ψ φ (ψ + t • φ) t f
    + mixedDensity_comm W p hQ ψ (ψ + t • φ) f
    + t * mixedDensity_comm W p hQ φ (ψ + t • φ) f
    + mixedDensity_line W (Q := Q) p ψ φ ψ t f
    + t * mixedDensity_line W (Q := Q) p ψ φ φ t f
    + t * mixedDensity_comm W p hQ ψ φ f

variable [Fintype M] [DecidableEq N]

/-- The nonlocal coefficients `D i j`: the fine-grid potential summed against the
augmentation charges. -/
def coefficients (Q : ι → ι → M → ℝ) (v : M → ℝ) : Matrix ι ι ℝ :=
  Matrix.of fun i j => ∑ f, v f * Q i j f

/-- The Hamiltonian on the coarse grid: the local potential `Wᵀ v` plus the nonlocal term
`∑ i j, p_i D_ij p_jᵀ`, where the projectors `p_i` are the rows of `p`. -/
def hamiltonian (W : Matrix M N ℝ) (Q : ι → ι → M → ℝ) (p : Matrix ι N ℝ)
    (v : M → ℝ) : Matrix N N ℝ :=
  diagonal (Wᵀ *ᵥ v) + pᵀ * coefficients Q v * p

/-- The fine-grid potential summed against a mixed density equals the matrix element of
the coarse-grid Hamiltonian between the two orbitals. -/
theorem potential_dot_mixedDensity (v : M → ℝ) (φ ψ : N → ℝ) :
    v ⬝ᵥ mixedDensity W Q p φ ψ = φ ⬝ᵥ (hamiltonian W Q p v *ᵥ ψ) := by
  -- local part: interpolation moves over to the potential as its transpose
  have hloc : φ ⬝ᵥ (diagonal (Wᵀ *ᵥ v) *ᵥ ψ)
      = ∑ f, v f * ∑ x, W f x * (φ x * ψ x) := by
    simp only [dotProduct, mulVec_diagonal]
    simp only [mulVec, dotProduct, transpose_apply, Finset.mul_sum, Finset.sum_mul]
    rw [Finset.sum_comm]
    exact Finset.sum_congr rfl fun f _ => Finset.sum_congr rfl fun x _ => by ring
  -- nonlocal part: the sum over the fine grid produces the coefficients
  have hnl : ∀ a b : ι → ℝ, ∑ f, v f * ∑ i, ∑ j, Q i j f * (a i * b j)
      = a ⬝ᵥ (coefficients Q v *ᵥ b) := by
    intro a b
    simp only [dotProduct, mulVec, coefficients, Matrix.of_apply, Finset.mul_sum,
      Finset.sum_mul]
    rw [Finset.sum_comm]
    refine Finset.sum_congr rfl fun i _ => ?_
    rw [Finset.sum_comm]
    exact Finset.sum_congr rfl fun j _ => Finset.sum_congr rfl fun f _ => by ring
  rw [hamiltonian, add_mulVec, dotProduct_add, hloc, ← mulVec_mulVec, ← mulVec_mulVec,
    Matrix.dotProduct_mulVec φ pᵀ, vecMul_transpose, ← hnl, ← Finset.sum_add_distrib]
  exact Finset.sum_congr rfl fun f _ => mul_add _ _ _

omit [Fintype N] in
/-- For augmentation charges symmetric in `i, j`, the Hamiltonian is a symmetric matrix. -/
theorem hamiltonian_isSymm (hQ : ∀ i j f, Q i j f = Q j i f) (v : M → ℝ) :
    (hamiltonian W Q p v).IsSymm := by
  have hD : (coefficients Q v)ᵀ = coefficients Q v := by
    ext i j
    exact Finset.sum_congr rfl fun f _ => by rw [hQ j i f]
  unfold Matrix.IsSymm hamiltonian
  rw [transpose_add, diagonal_transpose, transpose_mul, transpose_mul, hD,
    transpose_transpose, Matrix.mul_assoc]

/-- Let an orbital with occupation `g` add its density to a fixed background `ρ₀`, with
augmentation charges symmetric in `i, j`. If `v` is the gradient of `F` at the total
density, the gradient of the energy with respect to the orbital is `2 g H ψ`. -/
theorem gradient_with_background (hQ : ∀ i j f, Q i j f = Q j i f) {F : (M → ℝ) → ℝ}
    {v : M → ℝ} (ρ₀ : M → ℝ) (g : ℝ) (ψ : N → ℝ)
    (hF : IsGradAt F v (ρ₀ + g • density W Q p ψ)) :
    IsGradAt (fun χ => F (ρ₀ + g • density W Q p χ))
      ((2 * g) • (hamiltonian W Q p v *ᵥ ψ)) ψ := by
  have hdiff : Differentiable ℝ (density W Q p) := by
    refine differentiable_pi.2 fun f => ?_
    simp only [density, mulVec, dotProduct]
    fun_prop
  have hD := (hdiff ψ).hasFDerivAt
  -- the derivative of the density in direction `φ` is twice the mixed density
  have hval : ∀ φ, fderiv ℝ (density W Q p) ψ φ
      = (2 : ℝ) • mixedDensity W Q p φ ψ := by
    intro φ
    have h1 : HasDerivAt (fun t : ℝ => density W Q p (ψ + t • φ))
        (fderiv ℝ (density W Q p) ψ φ) 0 := hD.hasLineDerivAt φ
    refine h1.unique (hasDerivAt_pi.2 fun f => ?_)
    simp only [density_line W p hQ]
    have h2 := (((hasDerivAt_id (0 : ℝ)).mul_const
      (2 * mixedDensity W Q p φ ψ f)).const_add (density W Q p ψ f)).add
      ((hasDerivAt_pow 2 (0 : ℝ)).mul_const (density W Q p φ f))
    exact h2.congr_deriv (by simp)
  have hin : HasFDerivAt (fun χ => ρ₀ + g • density W Q p χ)
      (g • fderiv ℝ (density W Q p) ψ) ψ := (hD.const_smul g).const_add ρ₀
  -- chain rule, then the adjoint identity
  have hF' : HasFDerivAt F (pairing v) (ρ₀ + g • density W Q p ψ) := hF
  have hc : HasFDerivAt (fun χ => F (ρ₀ + g • density W Q p χ))
      ((pairing v).comp (g • fderiv ℝ (density W Q p) ψ)) ψ :=
    HasFDerivAt.comp (f := fun χ => ρ₀ + g • density W Q p χ) ψ hF' hin
  refine hc.congr_fderiv (ContinuousLinearMap.ext fun φ => ?_)
  change pairing v (g • fderiv ℝ (density W Q p) ψ φ) = _
  rw [hval, pairing_apply, pairing_apply, dotProduct_smul, dotProduct_smul,
    smul_dotProduct, potential_dot_mixedDensity, dotProduct_comm φ]
  simp only [smul_eq_mul]
  ring

/-- For augmentation charges symmetric in `i, j`, and `v` the gradient of `F` at the
density of `ψ`, the gradient of `F (ρ(ψ))` with respect to the orbital is `2 H ψ`. -/
theorem gradient_eq_two_hamiltonian (hQ : ∀ i j f, Q i j f = Q j i f)
    {F : (M → ℝ) → ℝ} {v : M → ℝ} (ψ : N → ℝ) (hF : IsGradAt F v (density W Q p ψ)) :
    IsGradAt (fun χ => F (density W Q p χ))
      ((2 : ℝ) • (hamiltonian W Q p v *ᵥ ψ)) ψ := by
  have h := gradient_with_background W p hQ (F := F) (v := v) 0 1 ψ
    (by simpa only [zero_add, one_smul] using hF)
  simpa only [zero_add, one_smul, mul_one] using h

/-- Let the augmentation charges be symmetric in `i, j`, `v` the gradient of `F` at the
density of `ψ`, and `ψ` nowhere zero. With the nonlocal term kept, a coarse-grid local
potential `u` gives the exact gradient at `ψ` if and only if `u = Wᵀ v`. -/
theorem exact_gradient_iff_transpose (hQ : ∀ i j f, Q i j f = Q j i f)
    {F : (M → ℝ) → ℝ} {v : M → ℝ} (ψ : N → ℝ) (hF : IsGradAt F v (density W Q p ψ))
    (hψ : ∀ x, ψ x ≠ 0) (u : N → ℝ) :
    IsGradAt (fun χ => F (density W Q p χ))
      ((2 : ℝ) • ((diagonal u + pᵀ * coefficients Q v * p) *ᵥ ψ)) ψ
      ↔ u = Wᵀ *ᵥ v := by
  have hmain := gradient_eq_two_hamiltonian W p hQ ψ hF
  constructor
  · intro h
    ext x
    -- gradients are unique; compare their components at the grid point `x`
    have e := DFunLike.congr_fun (HasFDerivAt.unique h hmain) (Pi.single x 1)
    rw [pairing_apply, pairing_apply, dotProduct_single, dotProduct_single] at e
    simp only [hamiltonian, add_mulVec, Pi.smul_apply, Pi.add_apply, mulVec_diagonal,
      smul_eq_mul] at e
    exact mul_right_cancel₀ (hψ x) (by linarith)
  · rintro rfl
    exact hmain

end

end PAWDoubleGrid
```

```lean
#print axioms PAWDoubleGrid.isGradAt_partials
-- 'PAWDoubleGrid.isGradAt_partials' depends on axioms: [propext, Classical.choice, Quot.sound]
#print axioms PAWDoubleGrid.hamiltonian_isSymm
-- 'PAWDoubleGrid.hamiltonian_isSymm' depends on axioms: [propext, Classical.choice, Quot.sound]
#print axioms PAWDoubleGrid.exact_gradient_iff_transpose
-- 'PAWDoubleGrid.exact_gradient_iff_transpose' depends on axioms: [propext, Classical.choice, Quot.sound]
```

## From the quadratic density to the chain rule in Lean

`mixedDensity_comm` is the exchange of $i$ and $j$: `Finset.sum_comm` swaps the sums and `hQ` restores the charge. `mixedDensity_line` is linearity in the first orbital. `density_line` combines instances of these two lemmas through `linear_combination` to obtain the exact quadratic in $t$.

`potential_dot_mixedDensity` is the identity $v\cdot B(\varphi,\psi)=\varphi\cdot H\psi$. Its part `hloc` exchanges the coarse and fine sums, which turns $W$ into $W^T$. Its part `hnl` moves the fine sum inside to form $D_{ij}$. This identity does not need `Q` to be symmetric; the derivative formula does, through `density_line`. With symmetric `Q`, `hamiltonian_isSymm` shows $H^T=H$ by transposing each term.

`gradient_with_background` assembles the derivative. `hval` finds the derivative of the density, `hin` adds the background and occupation, and `hc` is the chain rule. The final rewriting applies the identity for $H$. The main theorem is the case $\rho_0=0$, $g=1$.

For the equivalence, `HasFDerivAt.unique` says that two derivatives of the same function at the same point agree. Applying both to the unit vector `Pi.single x 1` compares the gradients at one grid point, and `hψ x` allows $\psi_x$ to be cancelled. The other direction is the main theorem itself.

## Reading a Fréchet derivative off a line

The device to look at more closely is `hasLineDerivAt`, used inside `hval`. Differentiating the double sum over projectors directly would produce a lengthy linear map, which would then have to be simplified. The proof separates existence from value.

First, `fun_prop` establishes that the density is differentiable, without giving a useful formula for the derivative. Then `hD.hasLineDerivAt φ` restricts that unknown derivative to the line $\psi+t\varphi$, where it is an ordinary derivative at $t=0$. On this line `density_line` gives an explicit quadratic, whose derivative at zero is $2B(\varphi,\psi)$. Since a function of one variable has at most one derivative at a point, `h1.unique` identifies the two.

Differentiability has to come first, because derivatives along all lines do not by themselves imply a Fréchet derivative. Your finite-difference check uses the same restriction to a line: it compares the slope of the energy along $\varphi$ with $\varphi\cdot 2H\psi$.
